# From a uniform start, the summed mean gradient of exponentially reweighted populations exceeds that of the best fixed state by at most $\log(n)/h+hK/2$ for gradients in $[-1,1]$

## Gradients as an arbitrary sequence

The gradients are modelled as an arbitrary sequence of vectors $g_0,g_1,\dots$, not as derivatives of a particular energy functional. Each $g_k$ may therefore depend on the populations reached so far, since the bound holds for whatever sequence results.

There are $n\ge1$ states, with populations $p_{k,i}$ before update $k$. Starting from $p_{0,i}=1/n$, the update with step $h>0$ is

$$p_{k+1,i}=\frac{p_{k,i}e^{-hg_{k,i}}}{Z_k},\qquad Z_k=\sum_j p_{k,j}e^{-hg_{k,j}}.$$

For a convex energy function of finitely many ensemble weights, with $g_k$ a subgradient at $p_k$ whose entries lie in $[-1,1]$, the subgradient inequality turns the result into a bound on the summed energy excess over any fixed weights.

## The bound and its Lean form

Let $K$ be the number of gradients summed. If $|g_{k,i}|\le1$ for all $k<K$ and all states $i$, then

$$\sum_{k<K}\langle g_k,p_k\rangle-\min_i\sum_{k<K}g_{k,i}\le\frac{\log n}{h}+\frac{hK}{2}.$$

This is `mirror_descent_regret`. The states form a finite nonempty type `ι`, and $n$ is `Fintype.card ι`. The vector $p_k$ is `populations h g k`, the mean gradient is the dot product `⬝ᵥ`, and `Finset.univ.inf'` is the minimum over states. The hypothesis `hg` restricts only the $K$ gradients used.

The model has classical weights, without coherences, and exact real arithmetic. The theorem bounds an accumulated excess; it does not say that the populations converge.

## Why the update is a mirror descent step

Write $S(q|p)=\sum_i q_i\log(q_i/p_i)$ for the relative entropy, where a term with $q_i=0$ counts as zero. Let $p'$ be the update of positive populations $p$ with gradient $g$ and normaliser $Z$. Since $\log p'_i=\log p_i-hg_i-\log Z$, every normalised $q$ satisfies

$$S(q|p')=S(q|p)+h\langle g,q\rangle+\log Z.$$

The inequality $\log x\le x-1$ gives $q_i\log(q_i/p'_i)\ge q_i-p'_i$, and summing gives $S(q|p')\ge0$. As $S(p'|p')=0$, the choice $q=p'$ minimises $h\langle g,q\rangle+S(q|p)$ over all normalised populations $q$. This minimisation is what defines a mirror descent step with the relative entropy as penalty.

## Bounding the normaliser

Let $m=\langle g,p\rangle$ for normalised $p$, so $|m|\le1$. Convexity of the exponential gives, for $|x|\le1$,

$$e^{-hx}\le\tfrac{1-x}{2}e^h+\tfrac{1+x}{2}e^{-h}.$$

Averaging over $p$ yields $Z\le D(h)$, where

$$D(s)=\tfrac{1-m}{2}e^s+\tfrac{1+m}{2}e^{-s}.$$

Put $N=D'$, so $N'=D$, and $F(s)=s^2/2-ms-\log D(s)$. Then

$$F'=s-m-\frac ND,\qquad F''=1-\frac{D^2-N^2}{D^2}=\left(\frac ND\right)^2\ge0.$$

Since $D(0)=1$ and $N(0)=-m$, both $F(0)$ and $F'(0)$ vanish. Hence $F(h)\ge0$, which means $Z\le e^{h^2/2-hm}$.

## Summing over the steps

Iterating the update and inserting this bound for each $Z_k$ gives

$$1\ge p_{K,i}=\frac{e^{-h\sum_{k<K}g_{k,i}}}{n\prod_{k<K}Z_k}\ge\frac1n\exp\Big(h\sum_{k<K}(\langle g_k,p_k\rangle-g_{k,i})-\frac{Kh^2}{2}\Big).$$

Taking logarithms,

$$h\sum_{k<K}(\langle g_k,p_k\rangle-g_{k,i})\le\log n+\frac{Kh^2}{2}.$$

Dividing by $h$ and choosing the minimising $i$ proves the claim.

## Gradients larger than one

Without $|g_{k,i}|\le1$ the bound can fail. Take $n=2$, $K=1$, $h=1$ and $g_0=(0,4)$. The excess is $2-0=2$, while the right-hand side is $\log2+1/2\approx1.19$.

## The complete file

```lean
import Mathlib

open Matrix

namespace PopulationMirrorDescent

noncomputable section

variable {ι : Type*} [Fintype ι]

/-- The normalising sum of the populations `p` reweighted by `exp (-h g)`. -/
def partitionSum (h : ℝ) (g p : ι → ℝ) : ℝ := ∑ j, p j * Real.exp (-h * g j)

/-- One update: reweight each population by `exp (-h g i)` and renormalise. -/
def mirrorStep (h : ℝ) (g p : ι → ℝ) : ι → ℝ :=
  fun i => p i * Real.exp (-h * g i) / partitionSum h g p

/-- The populations after `k` updates, starting from uniform weights. -/
def populations (h : ℝ) (g : ℕ → ι → ℝ) : ℕ → ι → ℝ
  | 0 => fun _ => (Fintype.card ι : ℝ)⁻¹
  | k + 1 => mirrorStep h (g k) (populations h g k)

/-- The relative entropy of the populations `q` with respect to positive populations `p`. -/
def relEntropy (q p : ι → ℝ) : ℝ := ∑ i, q i * Real.log (q i / p i)

/-- Gibbs' inequality: the relative entropy of normalised populations `q` with respect to positive
normalised populations `p` is nonnegative. -/
theorem relEntropy_nonneg {q p : ι → ℝ} (hq : ∀ i, 0 ≤ q i) (hp : ∀ i, 0 < p i)
    (hqs : ∑ i, q i = 1) (hps : ∑ i, p i = 1) : 0 ≤ relEntropy q p := by
  have term : ∀ i, q i - p i ≤ q i * Real.log (q i / p i) := by
    intro i
    rcases (hq i).eq_or_lt with h0 | h0
    · rw [← h0]
      linarith [hp i, zero_mul (Real.log (0 / p i))]
    · have h1 := mul_le_mul_of_nonneg_left
        (Real.log_le_sub_one_of_pos (div_pos (hp i) h0)) h0.le
      have h2 : q i * (p i / q i - 1) = p i - q i := by field_simp
      have h3 : Real.log (q i / p i) = -Real.log (p i / q i) := by
        rw [← Real.log_inv, inv_div]
      rw [h3]
      linarith
  have h := Finset.sum_le_sum (fun i (_ : i ∈ Finset.univ) => term i)
  rw [Finset.sum_sub_distrib, hqs, hps, sub_self] at h
  exact h

/-- For `|m| ≤ 1` and `t ≥ 0`, the normalising sum of two levels with gradients `-1` and `1` and
mean gradient `m` is at most `exp (t²/2 - m t)`. -/
theorem two_level_bound {m t : ℝ} (hm : |m| ≤ 1) (ht : 0 ≤ t) :
    (1 - m) / 2 * Real.exp t + (1 + m) / 2 * Real.exp (-t) ≤ Real.exp (t ^ 2 / 2 - m * t) := by
  obtain ⟨h1, h2⟩ := abs_le.mp hm
  obtain ⟨D, hD⟩ : ∃ D : ℝ → ℝ, ∀ s, D s =
    (1 - m) / 2 * Real.exp s + (1 + m) / 2 * Real.exp (-s) := ⟨fun s => _, fun _ => rfl⟩
  obtain ⟨N, hN⟩ : ∃ N : ℝ → ℝ, ∀ s, N s =
    (1 - m) / 2 * Real.exp s - (1 + m) / 2 * Real.exp (-s) := ⟨fun s => _, fun _ => rfl⟩
  have pos : ∀ s, 0 < D s := by
    intro s
    rw [hD]
    have a := Real.exp_pos s
    have b := Real.exp_pos (-s)
    rcases le_total m 0 with h | h
    · exact add_pos_of_pos_of_nonneg (mul_pos (by linarith) a) (mul_nonneg (by linarith) b.le)
    · exact add_pos_of_nonneg_of_pos (mul_nonneg (by linarith) a.le) (mul_pos (by linarith) b)
  have he : ∀ s : ℝ, HasDerivAt (fun x => Real.exp (-x)) (-Real.exp (-s)) s := fun s =>
    ((hasDerivAt_id' s).fun_neg.exp).congr_deriv (by ring)
  have dD : ∀ s, HasDerivAt D (N s) s := by
    intro s
    rw [show D = fun s => (1 - m) / 2 * Real.exp s + (1 + m) / 2 * Real.exp (-s) from funext hD]
    exact (((Real.hasDerivAt_exp s).const_mul _).fun_add ((he s).const_mul _)).congr_deriv
      (by rw [hN]; ring)
  have dN : ∀ s, HasDerivAt N (D s) s := by
    intro s
    rw [show N = fun s => (1 - m) / 2 * Real.exp s - (1 + m) / 2 * Real.exp (-s) from funext hN]
    exact (((Real.hasDerivAt_exp s).const_mul _).fun_sub ((he s).const_mul _)).congr_deriv
      (by rw [hD]; ring)
  have hD0 : D 0 = 1 := by rw [hD, neg_zero, Real.exp_zero]; ring
  have hN0 : N 0 = -m := by rw [hN, neg_zero, Real.exp_zero]; ring
  -- the slope of the exponent gap has a square as its derivative
  have du : ∀ s, HasDerivAt (fun s => s - m - N s / D s) ((N s / D s) ^ 2) s := fun s =>
    (((hasDerivAt_id' s).sub_const m).fun_sub
      ((dN s).fun_div (dD s) (pos s).ne')).congr_deriv (by
        have := (pos s).ne'
        field_simp
        ring)
  have mono : Monotone (fun s => s - m - N s / D s) :=
    monotone_of_deriv_nonneg (fun s => (du s).differentiableAt)
      (fun s => by rw [(du s).deriv]; exact sq_nonneg _)
  have key : ∀ s, 0 ≤ s → 0 ≤ s - m - N s / D s := by
    intro s hs
    have h : 0 - m - N 0 / D 0 ≤ s - m - N s / D s := mono hs
    rw [hD0, hN0] at h
    linarith
  -- hence the gap itself grows from zero
  have dF : ∀ s, HasDerivAt (fun s => s * s / 2 - m * s - Real.log (D s))
      (s - m - N s / D s) s := fun s =>
    (((((hasDerivAt_id' s).fun_mul (hasDerivAt_id' s)).div_const 2).fun_sub
      ((hasDerivAt_id' s).const_mul m)).fun_sub ((dD s).log (pos s).ne')).congr_deriv (by ring)
  have mono2 : MonotoneOn (fun s => s * s / 2 - m * s - Real.log (D s)) (Set.Ici 0) :=
    monotoneOn_of_deriv_nonneg (convex_Ici 0)
      (fun s _ => (dF s).continuousAt.continuousWithinAt)
      (fun s _ => (dF s).differentiableAt.differentiableWithinAt)
      (fun s hs => by rw [(dF s).deriv]; exact key s (interior_subset hs))
  have h : 0 * 0 / 2 - m * 0 - Real.log (D 0) ≤ t * t / 2 - m * t - Real.log (D t) :=
    mono2 (Set.mem_Ici.mpr le_rfl) (Set.mem_Ici.mpr ht) ht
  rw [hD0, Real.log_one] at h
  rw [← hD t, ← Real.exp_log (pos t)]
  exact Real.exp_le_exp.mpr (by linarith)

/-- For `h ≥ 0`, normalised populations `p` and gradients in `[-1,1]`, the normalising sum is at
most `exp (h²/2 - h ⟨g,p⟩)`. -/
theorem partitionSum_le {h : ℝ} {g p : ι → ℝ} (hh : 0 ≤ h) (hp : ∀ i, 0 ≤ p i)
    (hs : ∑ i, p i = 1) (hg : ∀ i, |g i| ≤ 1) :
    partitionSum h g p ≤ Real.exp (h ^ 2 / 2 - (g ⬝ᵥ p) * h) := by
  have hm : |g ⬝ᵥ p| ≤ 1 := by
    rw [← hs]
    refine (Finset.abs_sum_le_sum_abs _ _).trans (Finset.sum_le_sum fun i _ => ?_)
    rw [abs_mul, abs_of_nonneg (hp i)]
    exact mul_le_of_le_one_left (hp i) (hg i)
  refine le_trans ?_ (two_level_bound hm hh)
  -- replace the exponential by its chord over [-1,1]
  have chord : ∀ i, Real.exp (-h * g i) ≤
      (1 - g i) / 2 * Real.exp h + (1 + g i) / 2 * Real.exp (-h) := by
    intro i
    obtain ⟨h1, h2⟩ := abs_le.mp (hg i)
    have c := convexOn_exp.2 (Set.mem_univ h) (Set.mem_univ (-h))
      (show 0 ≤ (1 - g i) / 2 by linarith) (show 0 ≤ (1 + g i) / 2 by linarith) (by ring)
    simp only [smul_eq_mul] at c
    rwa [show (1 - g i) / 2 * h + (1 + g i) / 2 * -h = -h * g i by ring] at c
  have e : ∑ i, p i * ((1 - g i) / 2 * Real.exp h + (1 + g i) / 2 * Real.exp (-h)) =
      (Real.exp h + Real.exp (-h)) / 2 * ∑ i, p i +
      (Real.exp (-h) - Real.exp h) / 2 * ∑ i, g i * p i := by
    rw [Finset.mul_sum, Finset.mul_sum, ← Finset.sum_add_distrib]
    exact Finset.sum_congr rfl fun i _ => by ring
  refine (Finset.sum_le_sum fun i _ => mul_le_mul_of_nonneg_left (chord i) (hp i)).trans ?_
  rw [e, hs]
  unfold dotProduct
  exact le_of_eq (by ring)

variable [Nonempty ι]

/-- An update of positive populations gives positive populations that sum to one. -/
theorem mirrorStep_normalised (h : ℝ) (g : ι → ℝ) {p : ι → ℝ} (hp : ∀ i, 0 < p i) :
    (∀ i, 0 < mirrorStep h g p i) ∧ ∑ i, mirrorStep h g p i = 1 := by
  have hZ : 0 < partitionSum h g p :=
    Finset.sum_pos (fun i _ => mul_pos (hp i) (Real.exp_pos _)) Finset.univ_nonempty
  refine ⟨fun i => div_pos (mul_pos (hp i) (Real.exp_pos _)) hZ, ?_⟩
  unfold mirrorStep
  rw [← Finset.sum_div]
  exact div_self hZ.ne'

/-- For positive old populations `p`, the update minimises `h ⟨g,q⟩` plus the relative entropy to
`p`, over all normalised populations `q`. -/
theorem mirrorStep_minimises (h : ℝ) (g : ι → ℝ) {p q : ι → ℝ} (hp : ∀ i, 0 < p i)
    (hq : ∀ i, 0 ≤ q i) (hqs : ∑ i, q i = 1) :
    h * (g ⬝ᵥ mirrorStep h g p) + relEntropy (mirrorStep h g p) p ≤
      h * (g ⬝ᵥ q) + relEntropy q p := by
  obtain ⟨hr, hrs⟩ := mirrorStep_normalised h g hp
  have hZ : 0 < partitionSum h g p :=
    Finset.sum_pos (fun i _ => mul_pos (hp i) (Real.exp_pos _)) Finset.univ_nonempty
  -- the objective is the relative entropy to the new populations, up to a constant
  have ident : ∀ r : ι → ℝ, ∑ i, r i = 1 → relEntropy r (mirrorStep h g p) =
      relEntropy r p + h * (g ⬝ᵥ r) + Real.log (partitionSum h g p) := by
    intro r hs
    have term : ∀ i, r i * Real.log (r i / mirrorStep h g p i) = r i * Real.log (r i / p i) +
        h * (g i * r i) + r i * Real.log (partitionSum h g p) := by
      intro i
      by_cases h0 : r i = 0
      · simp [h0]
      · have hx := Real.exp_pos (-h * g i)
        rw [Real.log_div h0 (hr i).ne', Real.log_div h0 (hp i).ne', mirrorStep,
          Real.log_div (mul_pos (hp i) hx).ne' hZ.ne', Real.log_mul (hp i).ne' hx.ne',
          Real.log_exp]
        ring
    unfold relEntropy dotProduct
    rw [Finset.sum_congr rfl (fun i _ => term i), Finset.sum_add_distrib,
      Finset.sum_add_distrib, ← Finset.mul_sum, ← Finset.sum_mul, hs, one_mul]
  have self : relEntropy (mirrorStep h g p) (mirrorStep h g p) = 0 :=
    Finset.sum_eq_zero fun i _ => by rw [div_self (hr i).ne', Real.log_one, mul_zero]
  linarith [ident q hqs, ident _ hrs, relEntropy_nonneg hq hr hqs hrs]

/-- At every step the populations are positive and sum to one. -/
theorem populations_normalised (h : ℝ) (g : ℕ → ι → ℝ) (k : ℕ) :
    (∀ i, 0 < populations h g k i) ∧ ∑ i, populations h g k i = 1 := by
  induction k with
  | zero =>
    have hn : (0 : ℝ) < Fintype.card ι := Nat.cast_pos.mpr Fintype.card_pos
    refine ⟨fun i => inv_pos.mpr hn, ?_⟩
    simp only [populations, Finset.sum_const, Finset.card_univ, nsmul_eq_mul]
    exact mul_inv_cancel₀ hn.ne'
  | succ k ih => exact mirrorStep_normalised h (g k) ih.1

/-- For `h ≥ 0` and gradients in `[-1,1]`, the accumulated gradient excess over state `i` bounds the
population of `i` from below. -/
theorem population_lower_bound {h : ℝ} (hh : 0 ≤ h) (g : ℕ → ι → ℝ) (i : ι) (K : ℕ)
    (hg : ∀ k < K, ∀ j, |g k j| ≤ 1) :
    (Fintype.card ι : ℝ)⁻¹ * Real.exp (h * ∑ k ∈ Finset.range K,
      (g k ⬝ᵥ populations h g k - g k i) - K * h ^ 2 / 2) ≤ populations h g K i := by
  induction K with
  | zero => simp [populations]
  | succ K ih =>
    have ih' := ih fun k hk => hg k (by omega)
    obtain ⟨hp, hs⟩ := populations_normalised h g K
    have hZ : 0 < partitionSum h (g K) (populations h g K) :=
      Finset.sum_pos (fun j _ => mul_pos (hp j) (Real.exp_pos _)) Finset.univ_nonempty
    have hle := partitionSum_le hh (fun j => (hp j).le) hs (hg K (by omega))
    change _ ≤ populations h g K i * Real.exp (-h * g K i) /
      partitionSum h (g K) (populations h g K)
    rw [le_div_iff₀ hZ]
    refine (mul_le_mul_of_nonneg_left hle (by positivity)).trans
      (le_trans (le_of_eq ?_) (mul_le_mul_of_nonneg_right ih' (Real.exp_pos _).le))
    rw [mul_assoc, mul_assoc, ← Real.exp_add, ← Real.exp_add, Finset.sum_range_succ]
    congr 2
    push_cast
    ring

/-- For `h > 0` and gradients in `[-1,1]`, the accumulated mean gradient exceeds that of any fixed
state by at most `log n / h + h K / 2`. -/
theorem regret_state {h : ℝ} (hh : 0 < h) (g : ℕ → ι → ℝ) (K : ℕ)
    (hg : ∀ k < K, ∀ j, |g k j| ≤ 1) (i : ι) :
    ∑ k ∈ Finset.range K, g k ⬝ᵥ populations h g k - ∑ k ∈ Finset.range K, g k i ≤
      Real.log (Fintype.card ι) / h + h * K / 2 := by
  have hn : (0 : ℝ) < Fintype.card ι := Nat.cast_pos.mpr Fintype.card_pos
  obtain ⟨hp, hs⟩ := populations_normalised h g K
  -- no population exceeds one
  have h1 : populations h g K i ≤ 1 := by
    rw [← hs]
    exact Finset.single_le_sum (fun j _ => (hp j).le) (Finset.mem_univ i)
  have h2 := (inv_mul_le_iff₀ hn).mp ((population_lower_bound hh.le g i K hg).trans h1)
  rw [mul_one] at h2
  have h3 := (Real.le_log_iff_exp_le hn).mpr h2
  rw [Finset.sum_sub_distrib] at h3
  have e : Real.log (Fintype.card ι) / h + h * K / 2 =
      (Real.log (Fintype.card ι) + K * h ^ 2 / 2) / h := by
    field_simp
  rw [e, le_div_iff₀ hh]
  linarith

/-- Mirror descent on populations, from uniform weights with `h > 0` and gradients in `[-1,1]`: the
accumulated mean gradient exceeds that of the best fixed state by at most `log n / h + h K / 2`. -/
theorem mirror_descent_regret {h : ℝ} (hh : 0 < h) (g : ℕ → ι → ℝ) (K : ℕ)
    (hg : ∀ k < K, ∀ j, |g k j| ≤ 1) :
    ∑ k ∈ Finset.range K, g k ⬝ᵥ populations h g k -
      Finset.univ.inf' Finset.univ_nonempty (fun i => ∑ k ∈ Finset.range K, g k i) ≤
      Real.log (Fintype.card ι) / h + h * K / 2 := by
  obtain ⟨i, _, hi⟩ := Finset.exists_mem_eq_inf' Finset.univ_nonempty
    (fun i => ∑ k ∈ Finset.range K, g k i)
  rw [hi]
  exact regret_state hh g K hg i

end

end PopulationMirrorDescent
```

```lean
#print axioms PopulationMirrorDescent.mirrorStep_minimises
#print axioms PopulationMirrorDescent.mirror_descent_regret
```

```
'PopulationMirrorDescent.mirrorStep_minimises' depends on axioms: [propext, Classical.choice, Quot.sound]
'PopulationMirrorDescent.mirror_descent_regret' depends on axioms: [propext, Classical.choice, Quot.sound]
```

## How the proof follows the derivation

`relEntropy_nonneg` proves Gibbs' inequality term by term, treating $q_i=0$ separately. `mirrorStep_minimises` proves the entropy identity as `ident` and applies it to both $q$ and the updated populations. It justifies the name of the method; the excess bound does not use it.

In `two_level_bound`, `du` computes $F''$ and `mono` makes $F'$ increasing; `key` then gives $F'\ge0$ for $s\ge0$, and `mono2` makes $F$ increasing there. `partitionSum_le` supplies the convexity estimate as `chord` and sums it against the populations.

`mirrorStep_normalised` and `populations_normalised` keep the populations positive with sum one. `population_lower_bound` is the induction on $K$: its successor step multiplies the previous lower bound by the new exponential factor and uses `partitionSum_le` for the denominator. `regret_state` combines this with $p_{K,i}\le1$, takes the logarithm and divides by $h$. Finally, `mirror_descent_regret` picks a state attaining the minimum.
